# Unfolding weights $(1\pm e/E)/2$ on a ring with staggered onsite energy

## Two sites

Take two sites with onsite energies $\Delta$ and $-\Delta$, closed into a ring. A hop to a neighbour has amplitude $-t$, with $t$ real. Each site has the other as both neighbours, so the total hopping amplitude is $-2t$. The waves $(1,1)$ and $(1,-1)$ have hopping energies $-2t$ and $2t$, and the onsite term turns each into $\Delta$ times the other. In this basis

$$H=\begin{pmatrix}-2t&\Delta\\ \Delta&2t\end{pmatrix}.$$

## Coupling of $k$ and $k+\pi$

On a ring of $2N$ sites, $H$ has hopping $-t$ to each neighbour and onsite energy $\Delta(-1)^x$. Let $\varphi_k(x)=e^{ikx}$ with $k=\pi m/N$, $m$ an integer, and $e=-2t\cos k$. Then

$$\varphi_k(x+1)+\varphi_k(x-1)=2\cos k\,\varphi_k(x),\qquad (-1)^x\varphi_k=\varphi_{k+\pi}.$$

Since $\cos(k+\pi)=-\cos k$,

$$H(a\varphi_k+b\varphi_{k+\pi})=(ea+\Delta b)\varphi_k+(\Delta a-eb)\varphi_{k+\pi}.$$

The waves are orthogonal because $\sum_x(-1)^x=0$. An eigenstate of energy $\lambda$ therefore satisfies

$$ea+\Delta b=\lambda a,\qquad \Delta a-eb=\lambda b.$$

A nonzero solution requires $\lambda^2=e^2+\Delta^2=E^2$, with $E\ge0$. Both signs occur: take $(a,b)=(\Delta,\lambda-e)$ if $\Delta\ne0$, and the plane waves themselves if $\Delta=0$.

## Weights and their bounds

Multiply the equations by $a^*$ and $b^*$ and take real parts:

$$(\lambda-e)|a|^2=\Delta\,\mathrm{Re}(a^*b)=(\lambda+e)|b|^2.$$

Let $\lambda=sE$ with $s=\pm1$, $E>0$ and $r=e/E$. The weight $w=|a|^2/(|a|^2+|b|^2)$ on $k$ obeys $(s-r)w=(s+r)(1-w)$, so

$$w=\frac{1+sr}{2},\qquad 1-w=\frac{1-sr}{2}.$$

The smaller weight $p=(1-|r|)/2$ is at least the product $p(1-p)=\Delta^2/(4E^2)$. For $e\ne0$, the inequality $1+|r|-2r^2=(1-|r|)(1+2|r|)\ge0$ gives

$$p=\frac{1-r^2}{2(1+|r|)}\le\frac{1-r^2}{4r^2}=\frac{\Delta^2}{4e^2}.$$

As $\Delta\to0$ at fixed $e\ne0$, the ratio of the two bounds tends to 1.

In this non-interacting, one-orbital model, $w$ is the intensity that an unfolded band plot assigns to the state at $k$.

## The statement in Lean

States are functions `ZMod (2 * N) → ℂ` with `N` nonzero, and the lattice spacing is 1. The index `m + N` stands for $k+\pi$. Plane waves have squared norm $2N$; `weight` divides by both squared norms. In `energies`, `l` is any complex number, so real energies are a conclusion.

The weight theorem assumes a nonzero state (`hab`), an eigenvalue equation (`hH`) and $e$, $\Delta$ not both zero (`hne`). Without `hne` it fails: for $N=2$, $m=1$, $\Delta=0$, we have $e=E=0$, and $\varphi_k$ is an eigenstate with weight 1 on $k$ and 0 on $k+\pi$. Lean sets $e/E=0/0$ to 0, so the formulas would give $1/2$ for both.

The eigenstate must also lie in the span of the two waves. Unless $k$ is a multiple of $\pi/2$, the waves $-k$ and $-k+\pi$ span a different space with the same energies $\pm E$, and eigenstates from the two spaces can mix. Other supercells and disorder are not treated.

```lean
import Mathlib

open ComplexConjugate

namespace StaggeredRingUnfolding

noncomputable section

/-- The Hamiltonian of a ring of `2N` sites with hopping `-t` and staggered onsite energy
`Δ (-1)^x`. -/
def hamiltonian {N : ℕ} (t Δ : ℝ) (ψ : ZMod (2 * N) → ℂ) : ZMod (2 * N) → ℂ :=
  fun x => -t * (ψ (x + 1) + ψ (x - 1)) + Δ * (-1) ^ x.val * ψ x

/-- The crystal momentum `k = π m / N` of a ring of `2N` sites, for `N` nonzero. -/
def momentum (N : ℕ) (m : ℤ) : ℝ := Real.pi * m / N

/-- The band energy `e = -2t cos k` of the uniform ring. -/
def band (t k : ℝ) : ℝ := -2 * t * Real.cos k

/-- The energy `E = √(e² + Δ²)`. -/
def energy (t Δ k : ℝ) : ℝ := √(band t k ^ 2 + Δ ^ 2)

variable (N : ℕ) [NeZero N]

/-- The plane wave with momentum `k = π m / N`, as a character of the ring. -/
def planeWave (m : ℤ) (x : ZMod (2 * N)) : ℂ := ZMod.stdAddChar ((m : ZMod (2 * N)) * x)

/-- The state with amplitude `a` on the plane wave `k` and `b` on the plane wave `k + π`. -/
def superposition (m : ℤ) (a b : ℂ) (x : ZMod (2 * N)) : ℂ :=
  a * planeWave N m x + b * planeWave N (m + N) x

variable {N} in
/-- The inner product of two states on the ring. -/
def overlap (φ ψ : ZMod (2 * N) → ℂ) : ℂ := ∑ x, conj (φ x) * ψ x

variable {N} in
/-- The weight of the state `ψ` on the state `φ`, for nonzero `φ` and `ψ` of any norm. -/
def weight (φ ψ : ZMod (2 * N) → ℂ) : ℝ :=
  Complex.normSq (overlap φ ψ) / ((overlap φ φ).re * (overlap ψ ψ).re)

/-- At site `j` the plane wave has the value `exp (i k j)`. -/
theorem planeWave_apply (m j : ℤ) :
    planeWave N m (j : ZMod (2 * N)) =
      Complex.exp (((momentum N m * j : ℝ) : ℂ) * Complex.I) := by
  have hN : (N : ℂ) ≠ 0 := Nat.cast_ne_zero.mpr (NeZero.ne N)
  rw [planeWave, ← Int.cast_mul, ZMod.stdAddChar_coe]
  congr 1
  simp only [momentum]
  push_cast
  field_simp

/-- Summing a plane wave over the two neighbours of a site multiplies it by `2 cos k`. -/
theorem planeWave_hop (m : ℤ) (x : ZMod (2 * N)) :
    planeWave N m (x + 1) + planeWave N m (x - 1) =
      2 * ((Real.cos (momentum N m) : ℝ) : ℂ) * planeWave N m x := by
  have hadd : ∀ y z, planeWave N m (y + z) = planeWave N m y * planeWave N m z := by
    intro y z
    simp only [planeWave, mul_add, AddChar.map_add_eq_mul]
  have h1 : planeWave N m 1 = Complex.exp ((momentum N m : ℂ) * Complex.I) := by
    simpa using planeWave_apply N m 1
  have h2 : planeWave N m (-1) = Complex.exp (-((momentum N m : ℂ) * Complex.I)) := by
    simpa using planeWave_apply N m (-1)
  rw [sub_eq_add_neg, hadd, hadd, h1, h2, Complex.ofReal_cos, Complex.cos, neg_mul]
  ring

/-- The staggered sign turns the plane wave `k` into the plane wave `k + π`. -/
theorem planeWave_add_pi (m : ℤ) (x : ZMod (2 * N)) :
    planeWave N (m + N) x = (-1) ^ x.val * planeWave N m x := by
  have hN : (N : ℂ) ≠ 0 := Nat.cast_ne_zero.mpr (NeZero.ne N)
  have hx : ((x.val : ℤ) : ZMod (2 * N)) = x := by
    rw [Int.cast_natCast, ZMod.natCast_zmod_val]
  have h := planeWave_apply N N (x.val : ℤ)
  have harg : ((momentum N N * ((x.val : ℤ) : ℝ) : ℝ) : ℂ) * Complex.I =
      (x.val : ℂ) * (Real.pi * Complex.I) := by
    simp only [momentum]
    push_cast
    field_simp
  rw [hx, harg, Complex.exp_nat_mul, Complex.exp_pi_mul_I] at h
  calc planeWave N (m + N) x = planeWave N m x * planeWave N N x := by
        simp only [planeWave, Int.cast_add, add_mul, AddChar.map_add_eq_mul]
    _ = _ := by rw [h, mul_comm]

/-- The overlaps of a superposition with the plane waves `k` and `k + π` are its two amplitudes
times the number of sites. -/
theorem overlap_superposition (m : ℤ) (a b : ℂ) :
    overlap (planeWave N m) (superposition N m a b) = 2 * N * a ∧
    overlap (planeWave N (m + N)) (superposition N m a b) = 2 * N * b := by
  have hp : ∀ x, conj (planeWave N m x) * planeWave N m x = 1 := by
    intro x
    obtain ⟨j, rfl⟩ := ZMod.intCast_surjective x
    rw [planeWave_apply, ← Complex.normSq_eq_conj_mul_self, Complex.normSq_eq_norm_sq,
      Complex.norm_exp_ofReal_mul_I]
    simp
  have hs : ∀ x : ZMod (2 * N), (-1 : ℂ) ^ x.val * (-1) ^ x.val = 1 := by
    intro x
    rw [← mul_pow]
    simp
  -- the staggered sign sums to zero: it is the plane wave with momentum π
  have h0 : ∑ x : ZMod (2 * N), (-1 : ℂ) ^ x.val = 0 := by
    have hπ : ∀ x, planeWave N N x = (-1) ^ x.val := fun x => by
      simpa [planeWave] using planeWave_add_pi N 0 x
    have hk : momentum N N = Real.pi := by
      have hN : (N : ℝ) ≠ 0 := Nat.cast_ne_zero.mpr (NeZero.ne N)
      simp only [momentum, Int.cast_natCast]
      exact mul_div_cancel_right₀ _ hN
    have e1 : ∑ x, planeWave N N (x + 1) = ∑ x, planeWave N N x :=
      Equiv.sum_comp (Equiv.addRight (1 : ZMod (2 * N))) (planeWave N N)
    have e2 : ∑ x, planeWave N N (x - 1) = ∑ x, planeWave N N x :=
      Equiv.sum_comp (Equiv.subRight (1 : ZMod (2 * N))) (planeWave N N)
    have e3 := Finset.sum_congr (rfl : (Finset.univ : Finset (ZMod (2 * N))) = Finset.univ)
      (fun x _ => planeWave_hop N N x)
    rw [Finset.sum_add_distrib, e1, e2, ← Finset.mul_sum, hk, Real.cos_pi,
      Complex.ofReal_neg, Complex.ofReal_one] at e3
    rw [← Finset.sum_congr rfl (fun x _ => hπ x)]
    linear_combination (1 / 4) * e3
  constructor
  · have h : ∀ x, conj (planeWave N m x) * superposition N m a b x =
        a + b * (-1) ^ x.val := by
      intro x
      rw [superposition, planeWave_add_pi]
      linear_combination (a + b * (-1) ^ x.val) * hp x
    simp only [overlap, h, Finset.sum_add_distrib, ← Finset.mul_sum, h0]
    simp [ZMod.card]
  · have h : ∀ x, conj (planeWave N (m + N) x) * superposition N m a b x =
        b + a * (-1) ^ x.val := by
      intro x
      rw [superposition, planeWave_add_pi]
      simp only [map_mul, map_pow, map_neg, map_one]
      linear_combination (a * (-1) ^ x.val + b * ((-1) ^ x.val * (-1) ^ x.val)) * hp x
        + b * hs x
    simp only [overlap, h, Finset.sum_add_distrib, ← Finset.mul_sum, h0]
    simp [ZMod.card]

/-- The weights of a superposition on `k` and `k + π` are its normalised squared amplitudes. -/
theorem weight_superposition (m : ℤ) (a b : ℂ) :
    weight (planeWave N m) (superposition N m a b) =
      Complex.normSq a / (Complex.normSq a + Complex.normSq b) ∧
    weight (planeWave N (m + N)) (superposition N m a b) =
      Complex.normSq b / (Complex.normSq a + Complex.normSq b) := by
  have hN : (N : ℝ) ≠ 0 := Nat.cast_ne_zero.mpr (NeZero.ne N)
  have h := overlap_superposition N m a b
  have hp : overlap (planeWave N m) (planeWave N m) = ((2 * N : ℝ) : ℂ) := by
    have e : superposition N m 1 0 = planeWave N m := by
      funext x
      simp [superposition]
    have h' := (overlap_superposition N m 1 0).1
    rw [e] at h'
    simpa using h'
  have hq : overlap (planeWave N (m + N)) (planeWave N (m + N)) = ((2 * N : ℝ) : ℂ) := by
    have e : superposition N m 0 1 = planeWave N (m + N) := by
      funext x
      simp [superposition]
    have h' := (overlap_superposition N m 0 1).2
    rw [e] at h'
    simpa using h'
  have hlin : ∀ φ, overlap (superposition N m a b) φ =
      conj a * overlap (planeWave N m) φ + conj b * overlap (planeWave N (m + N)) φ := by
    intro φ
    simp only [overlap, Finset.mul_sum, ← Finset.sum_add_distrib]
    refine Finset.sum_congr rfl fun x _ => ?_
    simp only [superposition, map_add, map_mul]
    ring
  have hψ : overlap (superposition N m a b) (superposition N m a b) =
      ((2 * N * (Complex.normSq a + Complex.normSq b) : ℝ) : ℂ) := by
    rw [hlin, h.1, h.2]
    push_cast
    rw [Complex.normSq_eq_conj_mul_self, Complex.normSq_eq_conj_mul_self]
    ring
  have hn : Complex.normSq (2 * (N : ℂ)) = (2 * N : ℝ) ^ 2 := by
    rw [show (2 * (N : ℂ)) = ((2 * N : ℝ) : ℂ) by simp, Complex.normSq_ofReal]
    ring
  have hc : ∀ u S : ℝ, (2 * N : ℝ) ^ 2 * u / (2 * N * (2 * N * S)) = u / S := by
    intro u S
    rw [show (2 * N * (2 * N * S) : ℝ) = (2 * N) ^ 2 * S by ring]
    exact mul_div_mul_left _ _ (by positivity)
  constructor
  · rw [weight, h.1, hp, hψ, Complex.ofReal_re, Complex.ofReal_re, map_mul, hn, hc]
  · rw [weight, h.2, hq, hψ, Complex.ofReal_re, Complex.ofReal_re, map_mul, hn, hc]

/-- The plane waves `k` and `k + π` span an invariant space, on which the Hamiltonian acts as
the matrix `[[e, Δ], [Δ, -e]]`. -/
theorem hamiltonian_superposition (t Δ : ℝ) (m : ℤ) (a b : ℂ) :
    hamiltonian t Δ (superposition N m a b) =
      superposition N m (band t (momentum N m) * a + Δ * b)
        (Δ * a - band t (momentum N m) * b) := by
  have hN : (N : ℝ) ≠ 0 := Nat.cast_ne_zero.mpr (NeZero.ne N)
  have hk : momentum N (m + N) = momentum N m + Real.pi := by
    simp only [momentum]
    push_cast
    field_simp
  funext x
  have hP := planeWave_hop N m x
  have hQ := planeWave_hop N (m + N) x
  rw [hk, Real.cos_add_pi, Complex.ofReal_neg] at hQ
  have hq := planeWave_add_pi N m x
  have hs : (-1 : ℂ) ^ x.val * (-1) ^ x.val = 1 := by
    rw [← mul_pow]
    simp
  have he : (band t (momentum N m) : ℂ) =
      -2 * t * ((Real.cos (momentum N m) : ℝ) : ℂ) := by
    simp [band]
  simp only [hamiltonian, superposition]
  linear_combination (-t * a) * hP + (-t * b) * hQ
    + (-a * planeWave N m x + b * planeWave N (m + N) x) * he
    + (-Δ * a + Δ * b * (-1) ^ x.val) * hq + Δ * b * planeWave N m x * hs

/-- A superposition solves the Schrödinger equation on the ring exactly when its amplitudes
solve the two-by-two eigenvalue equations. -/
theorem eigenstate_iff (t Δ : ℝ) (m : ℤ) (a b l : ℂ) :
    hamiltonian t Δ (superposition N m a b) = l • superposition N m a b ↔
      band t (momentum N m) * a + Δ * b = l * a ∧
      Δ * a - band t (momentum N m) * b = l * b := by
  have hN : (2 * N : ℂ) ≠ 0 :=
    mul_ne_zero two_ne_zero (Nat.cast_ne_zero.mpr (NeZero.ne N))
  have hl : l • superposition N m a b = superposition N m (l * a) (l * b) := by
    funext x
    simp only [superposition, Pi.smul_apply, smul_eq_mul]
    ring
  rw [hamiltonian_superposition, hl]
  constructor
  · intro h
    -- project on each of the two plane waves
    have h1 := congrArg (overlap (planeWave N m)) h
    have h2 := congrArg (overlap (planeWave N (m + N))) h
    rw [(overlap_superposition N m _ _).1, (overlap_superposition N m _ _).1] at h1
    rw [(overlap_superposition N m _ _).2, (overlap_superposition N m _ _).2] at h2
    exact ⟨mul_left_cancel₀ hN h1, mul_left_cancel₀ hN h2⟩
  · rintro ⟨h1, h2⟩
    rw [h1, h2]

/-- The energies of the eigenstates in the span of `k` and `k + π` are exactly `E` and `-E`. -/
theorem energies (t Δ : ℝ) (m : ℤ) (l : ℂ) :
    (∃ a b : ℂ, (a ≠ 0 ∨ b ≠ 0) ∧
      hamiltonian t Δ (superposition N m a b) = l • superposition N m a b) ↔
    l = energy t Δ (momentum N m) ∨ l = -energy t Δ (momentum N m) := by
  simp only [eigenstate_iff]
  have hE : (energy t Δ (momentum N m) : ℂ) ^ 2 =
      (band t (momentum N m) : ℂ) ^ 2 + (Δ : ℂ) ^ 2 := by
    rw [← Complex.ofReal_pow, energy, Real.sq_sqrt (by positivity)]
    push_cast
    rfl
  generalize (energy t Δ (momentum N m) : ℂ) = E at *
  generalize (band t (momentum N m) : ℂ) = e at *
  generalize (Δ : ℂ) = d at *
  constructor
  · rintro ⟨a, b, hab, h1, h2⟩
    have hz : (l - E) * (l + E) = 0 := by
      rcases hab with ha | hb
      · refine (mul_eq_zero.mp ?_).resolve_right ha
        linear_combination (-(l + e)) * h1 - d * h2 - a * hE
      · refine (mul_eq_zero.mp ?_).resolve_right hb
        linear_combination (-d) * h1 - (l - e) * h2 - b * hE
    rcases mul_eq_zero.mp hz with h | h
    · exact Or.inl (sub_eq_zero.mp h)
    · exact Or.inr (eq_neg_of_add_eq_zero_left h)
  · intro h
    have hl : l ^ 2 = e ^ 2 + d ^ 2 := by
      rcases h with rfl | rfl
      · exact hE
      · rw [neg_sq, hE]
    by_cases hd : d = 0
    · -- without the staggered potential the plane waves themselves are eigenstates
      have hz : (l - e) * (l + e) = 0 := by
        rw [hd] at hl
        linear_combination hl
      rcases mul_eq_zero.mp hz with h' | h'
      · refine ⟨1, 0, Or.inl one_ne_zero, ?_, ?_⟩
        · linear_combination -h'
        · linear_combination hd
      · refine ⟨0, 1, Or.inr one_ne_zero, ?_, ?_⟩
        · linear_combination hd
        · linear_combination -h'
    · refine ⟨d, l - e, Or.inl hd, ?_, ?_⟩
      · ring
      · linear_combination -hl

/-- If `e` and `Δ` are not both zero, an eigenstate of energy `s E`, `s = ±1`, in the span of
`k` and `k + π` has weight `(1 + s e/E)/2` on `k` and `(1 - s e/E)/2` on `k + π`. -/
theorem unfolding_weights (t Δ s : ℝ) (m : ℤ) (a b : ℂ) (hs : s = 1 ∨ s = -1)
    (hne : band t (momentum N m) ≠ 0 ∨ Δ ≠ 0) (hab : a ≠ 0 ∨ b ≠ 0)
    (hH : hamiltonian t Δ (superposition N m a b) =
      ((s * energy t Δ (momentum N m) : ℝ) : ℂ) • superposition N m a b) :
    weight (planeWave N m) (superposition N m a b) =
      (1 + s * (band t (momentum N m) / energy t Δ (momentum N m))) / 2 ∧
    weight (planeWave N (m + N)) (superposition N m a b) =
      (1 - s * (band t (momentum N m) / energy t Δ (momentum N m))) / 2 := by
  have hE : 0 < energy t Δ (momentum N m) := by
    apply Real.sqrt_pos.mpr
    rcases hne with h | h <;> positivity
  obtain ⟨h1, h2⟩ := (eigenstate_iff N t Δ m a b _).mp hH
  rw [(weight_superposition N m a b).1, (weight_superposition N m a b).2]
  generalize energy t Δ (momentum N m) = E at *
  generalize band t (momentum N m) = e at *
  have hs2 : s ^ 2 = 1 := by rcases hs with rfl | rfl <;> norm_num
  have hD : Complex.normSq a + Complex.normSq b ≠ 0 := by
    have ha := Complex.normSq_nonneg a
    have hb := Complex.normSq_nonneg b
    rcases hab with h | h
    · have := Complex.normSq_pos.mpr h
      linarith
    · have := Complex.normSq_pos.mpr h
      linarith
  -- the two eigenvalue equations balance the squared amplitudes
  have key : (s * E - e) * Complex.normSq a = (s * E + e) * Complex.normSq b := by
    have r1 := congrArg Complex.re h1
    have i1 := congrArg Complex.im h1
    have r2 := congrArg Complex.re h2
    have i2 := congrArg Complex.im h2
    simp only [Complex.add_re, Complex.sub_re, Complex.re_ofReal_mul] at r1 r2
    simp only [Complex.add_im, Complex.sub_im, Complex.im_ofReal_mul] at i1 i2
    rw [Complex.normSq_apply, Complex.normSq_apply]
    linear_combination (-a.re) * r1 - a.im * i1 + b.re * r2 + b.im * i2
  have hr : e = e / E * E := (div_mul_cancel₀ e hE.ne').symm
  generalize e / E = r at *
  have key' : (s - r) * Complex.normSq a = (s + r) * Complex.normSq b := by
    apply mul_left_cancel₀ hE.ne'
    linear_combination key + (Complex.normSq a + Complex.normSq b) * hr
  constructor
  · rw [div_eq_iff hD]
    linear_combination s / 2 * key' - (Complex.normSq a - Complex.normSq b) / 2 * hs2
  · rw [div_eq_iff hD]
    linear_combination -s / 2 * key' + (Complex.normSq a - Complex.normSq b) / 2 * hs2

/-- For `e ≠ 0` and an eigenstate of energy `E` or `-E` in the span of `k` and `k + π`, the smaller
of its weights on these two plane waves lies between `Δ²/(4(e² + Δ²))` and `Δ²/(4e²)`. -/
theorem smaller_weight_bounds (t Δ s : ℝ) (m : ℤ) (a b : ℂ) (hs : s = 1 ∨ s = -1)
    (he : band t (momentum N m) ≠ 0) (hab : a ≠ 0 ∨ b ≠ 0)
    (hH : hamiltonian t Δ (superposition N m a b) =
      ((s * energy t Δ (momentum N m) : ℝ) : ℂ) • superposition N m a b) :
    Δ ^ 2 / (4 * (band t (momentum N m) ^ 2 + Δ ^ 2)) ≤
      min (weight (planeWave N m) (superposition N m a b))
        (weight (planeWave N (m + N)) (superposition N m a b)) ∧
    min (weight (planeWave N m) (superposition N m a b))
        (weight (planeWave N (m + N)) (superposition N m a b)) ≤
      Δ ^ 2 / (4 * band t (momentum N m) ^ 2) := by
  obtain ⟨w1, w2⟩ := unfolding_weights N t Δ s m a b hs (Or.inl he) hab hH
  rw [w1, w2]
  have hD : 0 < band t (momentum N m) ^ 2 + Δ ^ 2 := by positivity
  have hr : (s * (band t (momentum N m) / energy t Δ (momentum N m))) ^ 2 *
      (band t (momentum N m) ^ 2 + Δ ^ 2) = band t (momentum N m) ^ 2 := by
    have hs2 : s ^ 2 = 1 := by rcases hs with rfl | rfl <;> norm_num
    rw [mul_pow, hs2, one_mul, div_pow, energy, Real.sq_sqrt hD.le]
    exact div_mul_cancel₀ _ hD.ne'
  generalize s * (band t (momentum N m) / energy t Δ (momentum N m)) = r at *
  generalize band t (momentum N m) = e at *
  have hr1 : r ^ 2 ≤ 1 := by
    by_contra hcon
    have hlt := mul_lt_mul_of_pos_right (not_le.mp hcon) hD
    nlinarith [sq_nonneg Δ]
  obtain ⟨hlo, hhi⟩ := abs_le.mp ((sq_le_one_iff_abs_le_one r).mp hr1)
  constructor
  · -- the lower bound is the product of the two weights
    have hprod : Δ ^ 2 / (4 * (e ^ 2 + Δ ^ 2)) = (1 - r ^ 2) / 4 := by
      rw [div_eq_iff (by positivity)]
      linear_combination hr
    rw [hprod]
    apply le_min <;> nlinarith
  · have hu : min ((1 + r) / 2) ((1 - r) / 2) * (4 * r ^ 2) ≤ 1 - r ^ 2 := by
      rcases le_total 0 r with h | h
      · have h' := mul_le_mul_of_nonneg_right (min_le_right ((1 + r) / 2) ((1 - r) / 2))
          (by positivity : 0 ≤ 4 * r ^ 2)
        nlinarith [mul_nonneg (sq_nonneg (1 - r)) (by linarith : 0 ≤ 1 + 2 * r)]
      · have h' := mul_le_mul_of_nonneg_right (min_le_left ((1 + r) / 2) ((1 - r) / 2))
          (by positivity : 0 ≤ 4 * r ^ 2)
        nlinarith [mul_nonneg (sq_nonneg (1 + r)) (by linarith : 0 ≤ 1 - 2 * r)]
    rw [le_div_iff₀ (by positivity)]
    have h' := mul_le_mul_of_nonneg_right hu hD.le
    calc min ((1 + r) / 2) ((1 - r) / 2) * (4 * e ^ 2)
        = min ((1 + r) / 2) ((1 - r) / 2) * (4 * r ^ 2) * (e ^ 2 + Δ ^ 2) := by
          linear_combination (-4 * min ((1 + r) / 2) ((1 - r) / 2)) * hr
      _ ≤ (1 - r ^ 2) * (e ^ 2 + Δ ^ 2) := h'
      _ = Δ ^ 2 := by linear_combination -hr

end

end StaggeredRingUnfolding
```

```lean
#print axioms StaggeredRingUnfolding.energies
#print axioms StaggeredRingUnfolding.unfolding_weights
#print axioms StaggeredRingUnfolding.smaller_weight_bounds
```

```
'StaggeredRingUnfolding.energies' depends on axioms: [propext, Classical.choice, Quot.sound]
'StaggeredRingUnfolding.unfolding_weights' depends on axioms: [propext, Classical.choice, Quot.sound]
'StaggeredRingUnfolding.smaller_weight_bounds' depends on axioms: [propext, Classical.choice, Quot.sound]
```

## How the proof runs

`planeWave_apply` identifies the ring's characters with $e^{ikx}$; `planeWave_hop` and `planeWave_add_pi` are the two wave identities. In `overlap_superposition`, summing the hopping identity at momentum $\pi$ over the ring gives $2S=-2S$ for $S=\sum_x(-1)^x$, hence orthogonality. `weight_superposition` then normalises the squared amplitudes.

`hamiltonian_superposition` combines the wave identities into the matrix action. `eigenstate_iff` projects onto each wave to obtain the two equations, and `energies` solves them, treating $\Delta=0$ separately.

In `unfolding_weights`, `key` is the balance of squared amplitudes, obtained from real and imaginary parts. In `smaller_weight_bounds`, `r` includes the sign $s$; `hprod` is the product of the weights, and `hu` proves the upper inequality by cases on the sign of `r`.
